# Mixing coefficients and logarithmic derivatives at a sphere boundary

An electron in a crystal sees a nearly spherical potential close to each nucleus and a smoother one between the atoms. Augmentation methods use this by solving the radial equation inside a sphere of radius $R$ and joining the result to some other function outside. For one angular momentum the join is governed by the logarithmic derivative $D = R F'(R)/F(R)$ of the radial function $F$. In a linearised method, $F$ is not recomputed at every energy. It is mixed from two fixed functions, a solution $\varphi$ at a chosen energy $E$ and its energy derivative $\dot\varphi = \partial\varphi/\partial E$, as $F = \varphi + x\dot\varphi$ up to an overall factor, which does not affect $D$ (this form leaves out only pure $\dot\varphi$). How does the coefficient $x$ depend on the logarithmic derivative that the join demands?

## The difference formula and its derivation

Write $u, u'$ for the value and slope of the first function at $R$, and $v, v'$ for those of the second. Suppose that
$$R^2 (u v' - u' v) = -1 .$$
For $i = 1, 2$ let $F_i = u + x_i v$ and $F_i' = u' + x_i v'$, with $R F_i' = D_i F_i$. The claim is
$$x_2 - x_1 = R F_1 F_2 (D_1 - D_2).$$

Expand the Wronskian of the two mixtures. The terms $uu'$ and $x_1x_2vv'$ cancel, which leaves
$$F_1F_2' - F_1'F_2 = (x_2 - x_1)(uv' - u'v).$$
Multiply by $R^2$. The right side becomes $-(x_2 - x_1)$. On the left, the slope conditions give
$$R^2(F_1F_2' - F_1'F_2) = R\,(F_1 D_2F_2 - D_1F_1F_2) = R F_1F_2(D_2 - D_1).$$
Changing the sign of both sides gives the claim.

## The coefficient as a function of $D$

For a single mixture $F = u + xv$ with $RF' = DF$,
$$F\,R(Dv - Rv') = R^2(F'v - Fv') = R^2(u'v - uv') = 1,$$
because the part of $F$ proportional to $v$ drops out of its Wronskian with $v$. Hence $F \neq 0$ and $Dv \neq Rv'$. Solving $R(u' + xv') = D(u + xv)$ for $x$ then gives
$$x(D) = \frac{Ru' - Du}{Dv - Rv'} .$$
The quotient rule yields
$$\frac{dx}{dD} = \frac{-u(Dv - Rv') - v(Ru' - Du)}{(Dv - Rv')^2} = \frac{R(uv' - u'v)}{(Dv - Rv')^2} = -RF^2,$$
where the last step uses the normalisation and $F = 1/[R(Dv - Rv')]$. This is the limit of the difference formula as $D_2 \to D_1$. For $R > 0$, $x$ therefore decreases with $D$ on any interval that avoids the logarithmic derivative of $v$.

The simplest case has $v = 0$ at the boundary. Every mixture then has the same amplitude $u$, there is no excluded value of $D$, and $x$ is linear in $D$ with slope $-Ru^2$.

## Where the normalisation comes from

The number $-1$ reflects the normalisation of $\varphi$ in the sphere together with the choice of energy unit. Let $V(r)$ be the spherical potential. Let $P = r\varphi$ and $Q = r\dot\varphi$. In Rydberg atomic units, with the centrifugal term included in $V$, the radial equation and its energy derivative are
$$P'' = (V - E)P, \qquad Q'' = (V - E)Q - P.$$
The potential cancels in
$$(PQ' - P'Q)' = PQ'' - P''Q = -P^2 .$$
Integrate from $0$ to $R$, with $P(0) = Q(0) = 0$ and $\int_0^R P^2\,dr = 1$. The result is $PQ' - P'Q = -1$ at $r = R$. Since $\varphi = P/r$ has slope $P'/r - P/r^2$, and likewise for $\dot\varphi$, the extra terms cancel and
$$R^2(\varphi\dot\varphi' - \varphi'\dot\varphi) = PQ' - P'Q = -1 .$$

## A numerical instance

Take $R = 1$, $(u, u') = (1, 0)$ and $(v, v') = (1, -1)$. The Wronskian is $1\cdot(-1) - 0\cdot 1 = -1$, as required. For $x_1 = 1$ the mixture has value $2$ and slope $-1$, so $D_1 = -1/2$. For $x_2 = 2$ it has value $3$ and slope $-2$, so $D_2 = -2/3$. The right side of the difference formula is
$$1\cdot 2\cdot 3\cdot\left(-\tfrac12 + \tfrac23\right) = 1 = x_2 - x_1 .$$
Here $x(D) = -D/(D + 1)$, whose pole at $D = -1$ is the logarithmic derivative of $v$.

## Boundary data in Lean

The development uses real numbers throughout.

```lean
import Mathlib

open Set

namespace LogDerivativeParametrisation

noncomputable section
```

Only two numbers per function enter the matching algebra, so a function at the boundary is represented by its value and slope.

```lean
/-- Value and radial slope of a function at the sphere boundary. -/
structure BoundaryData where
  val : ℝ
  slope : ℝ
```

The Wronskian fixes the sign convention: value of the first times slope of the second, minus the reverse.

```lean
/-- The Wronskian `a b' - a' b` of two sets of boundary data. -/
def wronskian (a b : BoundaryData) : ℝ := a.val * b.slope - a.slope * b.val
```

The trial function is mixed in value and slope with the same coefficient.

```lean
/-- Boundary data of the trial function `F = u + x v`. -/
def mix (u v : BoundaryData) (x : ℝ) : BoundaryData :=
  ⟨u.val + x * v.val, u.slope + x * v.slope⟩
```

The logarithmic derivative is imposed as a product, $RF' = DF$, rather than as a quotient. Under the Wronskian normalisation a trial function satisfying this relation cannot vanish at the boundary, as the amplitude relation shows. A mixture with a node at $R$, whose logarithmic derivative is infinite, thus has no real $D$ in this description.

```lean
/-- The function has logarithmic derivative `D` at radius `R`, in the form `R F' = D F`. -/
def HasLogDeriv (R D : ℝ) (F : BoundaryData) : Prop := R * F.slope = D * F.val
```

The next definition is the explicit $x(D)$. The name `potentialFn` means just this coefficient; the potential function of muffin-tin orbital theory is a different function of $D$.

```lean
/-- The mixing coefficient as a function of the logarithmic derivative `D`. -/
def potentialFn (R : ℝ) (u v : BoundaryData) (D : ℝ) : ℝ :=
  (R * u.slope - D * u.val) / (D * v.val - R * v.slope)
```

The last definition converts the value and slope of a reduced function $P$ into those of $P/r$ at $r = R$.

```lean
/-- Boundary data at radius `R` of `φ = P / r`, from the value `p` and slope `dp` of `P`. -/
def ofReduced (R p dp : ℝ) : BoundaryData := ⟨p / R, dp / R - p / R ^ 2⟩
```

## The difference formula in Lean

The first lemma is the expansion of the Wronskian of two mixtures. It holds for any data, normalised or not, and `ring` carries out the cancellation.

```lean
/-- The Wronskian of two trial functions is the difference of their mixing coefficients
times the Wronskian of `u` and `v`. -/
theorem wronskian_mix (u v : BoundaryData) (x₁ x₂ : ℝ) :
    wronskian (mix u v x₁) (mix u v x₂) = (x₂ - x₁) * wronskian u v := by
  simp only [wronskian, mix]
  ring
```

The main theorem takes three hypotheses: `h` is the Wronskian normalisation, and `h₁` and `h₂` are the two slope conditions. The amplitudes $F_1$ and $F_2$ appear as `(mix u v x₁).val` and `(mix u v x₂).val`. There is no assumption $R > 0$: the normalisation already rules out $R = 0$, and the algebra does not use the sign of $R$. If $D_1 = D_2$, the formula gives $x_1 = x_2$.

In the proof, `linear_combination` adds multiples of known equations. The Wronskian identity enters with factor $R^2$, the slope conditions with $RF_2$ and $-RF_1$, and the normalisation with $x_2 - x_1$. These are the substitutions of the derivation above, made in a single step.

```lean
/-- If `R² (u v' - u' v) = -1`, the difference `x₂ - x₁` of two mixing coefficients equals `R F₁ F₂
(D₁ - D₂)`, where `F₁`, `F₂` are the boundary amplitudes and `D₁`, `D₂` the logarithmic derivatives.
-/
theorem mixing_difference {R D₁ D₂ x₁ x₂ : ℝ} {u v : BoundaryData}
    (h : R ^ 2 * wronskian u v = -1)
    (h₁ : HasLogDeriv R D₁ (mix u v x₁)) (h₂ : HasLogDeriv R D₂ (mix u v x₂)) :
    x₂ - x₁ = R * (mix u v x₁).val * (mix u v x₂).val * (D₁ - D₂) := by
  have hw := wronskian_mix u v x₁ x₂
  unfold HasLogDeriv at h₁ h₂
  rw [wronskian] at hw
  -- eliminate the slopes in the Wronskian of the two trial functions
  linear_combination (x₂ - x₁) * h + R * (mix u v x₂).val * h₁
    - R * (mix u v x₁).val * h₂ + R ^ 2 * hw
```

## Amplitude, explicit coefficient and derivative

The amplitude relation $F\,R(Dv - Rv') = 1$ follows from one slope condition and the normalisation, again as a linear combination.

```lean
/-- If `R² (u v' - u' v) = -1`, the boundary amplitude `F` of a trial function with logarithmic
derivative `D` satisfies `F R (D v - R v') = 1`. -/
theorem amplitude {R D x : ℝ} {u v : BoundaryData}
    (h : R ^ 2 * wronskian u v = -1) (hx : HasLogDeriv R D (mix u v x)) :
    (mix u v x).val * (R * (D * v.val - R * v.slope)) = 1 := by
  simp only [HasLogDeriv, mix, wronskian] at h hx ⊢
  linear_combination -(R * v.val) * hx - h
```

The equivalence says which logarithmic derivatives can be reached. A mixture with coefficient $x$ has logarithmic derivative $D$ exactly when $Dv \neq Rv'$ and $x$ equals the explicit formula. In the forward direction, $Dv = Rv'$ would turn the amplitude relation into $0 = 1$. Once the denominator is known to be nonzero, `eq_div_iff` clears the fraction, and what remains is the slope condition rearranged. The reverse direction runs the same algebra backwards.

```lean
/-- If `R² (u v' - u' v) = -1`, a trial function has logarithmic derivative `D` exactly when `D v ≠
R v'` and its mixing coefficient is `potentialFn R u v D`. -/
theorem hasLogDeriv_iff {R D x : ℝ} {u v : BoundaryData}
    (h : R ^ 2 * wronskian u v = -1) :
    HasLogDeriv R D (mix u v x) ↔
      D * v.val ≠ R * v.slope ∧ x = potentialFn R u v D := by
  constructor
  · intro hx
    have hne : D * v.val ≠ R * v.slope := by
      intro h0
      have ha := amplitude h hx
      rw [h0, sub_self, mul_zero, mul_zero] at ha
      exact zero_ne_one ha
    refine ⟨hne, ?_⟩
    rw [potentialFn, eq_div_iff (sub_ne_zero.mpr hne)]
    simp only [HasLogDeriv, mix] at hx
    linear_combination -hx
  · rintro ⟨hne, hx⟩
    rw [potentialFn, eq_div_iff (sub_ne_zero.mpr hne)] at hx
    simp only [HasLogDeriv, mix]
    linear_combination -hx
```

The derivative theorem states $dx/dD = -RF^2$ at every $D$ with $Dv \neq Rv'$, where $F$ is the boundary amplitude of the mixture with coefficient $x(D)$. The steps `hn` and `hd` differentiate numerator and denominator, and `HasDerivAt.fun_div`, called as `hn.fun_div`, is the quotient rule. The closing linear combination uses the normalisation for the numerator and the amplitude relation, multiplied so as to give its square, for the denominator.

```lean
/-- If `R² (u v' - u' v) = -1` and `D v ≠ R v'`, the mixing coefficient `potentialFn R u v` has
derivative `-R F²` at `D`, where `F` is the boundary amplitude of the trial function with that
coefficient. -/
theorem hasDerivAt_potentialFn {R D : ℝ} {u v : BoundaryData}
    (h : R ^ 2 * wronskian u v = -1) (hne : D * v.val ≠ R * v.slope) :
    HasDerivAt (potentialFn R u v)
      (-(R * (mix u v (potentialFn R u v D)).val ^ 2)) D := by
  have hF := amplitude h ((hasLogDeriv_iff h).mpr ⟨hne, rfl⟩)
  have hd0 : D * v.val - R * v.slope ≠ 0 := sub_ne_zero.mpr hne
  have hn : HasDerivAt (fun t : ℝ => R * u.slope - t * u.val) (-u.val) D :=
    (((hasDerivAt_id' D).mul_const u.val).const_sub (R * u.slope)).congr_deriv (by ring)
  have hd : HasDerivAt (fun t : ℝ => t * v.val - R * v.slope) v.val D :=
    (((hasDerivAt_id' D).mul_const v.val).sub_const (R * v.slope)).congr_deriv (by ring)
  refine (hn.fun_div hd hd0).congr_deriv ?_
  generalize (mix u v (potentialFn R u v D)).val = F at hF ⊢
  rw [div_eq_iff (pow_ne_zero 2 hd0)]
  simp only [wronskian] at h
  -- the numerator is R times the Wronskian; the normalisation and the amplitude relation finish
  linear_combination R * F ^ 2 * (D * v.val - R * v.slope) ^ 2 * h
    - R * (u.val * v.slope - u.slope * v.val)
      * (F * (R * (D * v.val - R * v.slope)) + 1) * hF
```

## The normalisation from the radial equation

So far the Wronskian condition has been a hypothesis. The next theorem derives it for the pair used in linearised methods. The functions `dP` and `dQ` stand for $P'$ and $Q'$; the hypotheses `hP`, `hdP`, `hQ` and `hdQ` state the two differential equations on the open interval $0 < r < R$. At the endpoints only continuity of the four functions is required, so $V$ may be singular at the nucleus, and `dP R` and `dQ R` are slopes taken from inside the sphere. The condition `hnorm` says that $\varphi$ is normalised radially, $\int_0^R \varphi^2 r^2\,dr = 1$.

The function $Q$ enters through its equation and its value at the origin; the theorem does not construct it by differentiating a family of solutions in $E$. Any such $Q$ is allowed, including one with a multiple of $P$ added, which leaves the Wronskian unchanged. The existence of $P$ and $Q$ is assumed as well.

The proof follows the derivation by hand. The step `hW` differentiates $PQ' - P'Q$ and finds $-P^2$, `key` integrates this by the fundamental theorem of calculus, and `hred` passes from the reduced functions to $P/r$ and $Q/r$.

```lean
/-- Let `P` solve the reduced radial equation `P'' = (V - E) P` and let `Q` solve the
energy-differentiated equation `Q'' = (V - E) Q - P`, both vanishing at the origin. If `P` is
normalised in the sphere, the boundary data of `P / r` and `Q / r` have Wronskian `-1 / R²`. -/
theorem wronskian_of_radial_equation {R E : ℝ} (hR : 0 < R) {V P dP Q dQ : ℝ → ℝ}
    (cP : ContinuousOn P (Icc 0 R)) (cdP : ContinuousOn dP (Icc 0 R))
    (cQ : ContinuousOn Q (Icc 0 R)) (cdQ : ContinuousOn dQ (Icc 0 R))
    (hP : ∀ r ∈ Ioo 0 R, HasDerivAt P (dP r) r)
    (hdP : ∀ r ∈ Ioo 0 R, HasDerivAt dP ((V r - E) * P r) r)
    (hQ : ∀ r ∈ Ioo 0 R, HasDerivAt Q (dQ r) r)
    (hdQ : ∀ r ∈ Ioo 0 R, HasDerivAt dQ ((V r - E) * Q r - P r) r)
    (P0 : P 0 = 0) (Q0 : Q 0 = 0) (hnorm : ∫ r in (0 : ℝ)..R, P r ^ 2 = 1) :
    R ^ 2 * wronskian (ofReduced R (P R) (dP R)) (ofReduced R (Q R) (dQ R)) = -1 := by
  -- the potential cancels in the derivative of the reduced Wronskian
  have hW : ∀ r ∈ Ioo 0 R,
      HasDerivAt (fun r => P r * dQ r - dP r * Q r) (-(P r ^ 2)) r := fun r hr =>
    (((hP r hr).fun_mul (hdQ r hr)).fun_sub
      ((hdP r hr).fun_mul (hQ r hr))).congr_deriv (by ring)
  have hc : ContinuousOn (fun r => P r * dQ r - dP r * Q r) (Icc 0 R) :=
    (cP.mul cdQ).sub (cdP.mul cQ)
  have hc2 : ContinuousOn (fun r => -(P r ^ 2)) (Icc 0 R) := (cP.pow 2).neg
  have key : (∫ r in (0 : ℝ)..R, -(P r ^ 2)) =
      (P R * dQ R - dP R * Q R) - (P 0 * dQ 0 - dP 0 * Q 0) :=
    intervalIntegral.integral_eq_sub_of_hasDerivAt_of_le hR.le hc hW
      (hc2.intervalIntegrable_of_Icc hR.le)
  rw [intervalIntegral.integral_neg, hnorm, P0, Q0] at key
  have hred : R ^ 2 * wronskian (ofReduced R (P R) (dP R)) (ofReduced R (Q R) (dQ R)) =
      P R * dQ R - dP R * Q R := by
    have hR0 : R ≠ 0 := hR.ne'
    simp only [wronskian, ofReduced]
    field_simp
    ring
  rw [hred]
  linear_combination -key
```

With $u = \varphi$ and $v = \dot\varphi$, this supplies the hypothesis `h` of the earlier theorems. For a single non-relativistic partial wave in a spherical potential, they then relate the matching condition at the sphere to the mixing coefficient of a linearised basis function. They do not address how well $\varphi + x\dot\varphi$ approximates the true solution at another energy.

The final theorem records the numerical instance: the normalisation and both slope conditions hold for the data worked out above, with two different logarithmic derivatives.

```lean
/-- At `R = 1`, the data `u = (1, 0)` and `v = (1, -1)` are correctly normalised, and the mixing
coefficients `1` and `2` give the logarithmic derivatives `-1/2` and `-2/3`. -/
theorem mixing_difference_witness :
    (1 : ℝ) ^ 2 * wronskian ⟨1, 0⟩ ⟨1, -1⟩ = -1 ∧
      HasLogDeriv 1 (-1 / 2) (mix ⟨1, 0⟩ ⟨1, -1⟩ 1) ∧
      HasLogDeriv 1 (-2 / 3) (mix ⟨1, 0⟩ ⟨1, -1⟩ 2) := by
  refine ⟨?_, ?_, ?_⟩ <;> norm_num [wronskian, HasLogDeriv, mix]

end

end LogDerivativeParametrisation
```

```lean
#print axioms LogDerivativeParametrisation.mixing_difference
#print axioms LogDerivativeParametrisation.hasDerivAt_potentialFn
#print axioms LogDerivativeParametrisation.wronskian_of_radial_equation
```

```
'LogDerivativeParametrisation.mixing_difference' depends on axioms: [propext, Classical.choice, Quot.sound]
'LogDerivativeParametrisation.hasDerivAt_potentialFn' depends on axioms: [propext, Classical.choice, Quot.sound]
'LogDerivativeParametrisation.wronskian_of_radial_equation' depends on axioms: [propext, Classical.choice, Quot.sound]
```
